# Contracting a finite Bethe–Salpeter equation to a density-response equation when the irreducible propagator exists

Take one electron–hole pair, with free propagator $L_0=-1$, attractive kernel $K=-\tfrac12$ and repulsive kernel $v=1$. With $K$ alone, $L_{\rm irr}=-1+\tfrac12L_{\rm irr}$ gives $L_{\rm irr}=-2$. With both kernels, $L=-1-\tfrac12L$ gives $L=-\tfrac23$. Adding $v$ afterwards, $L=-2-2L$ gives $-\tfrac23$ again.

For several pairs these numbers become matrices:

$$L_{\rm irr}=L_0+L_0KL_{\rm irr},\qquad L=L_0+L_0(v+K)L.$$

Let $C$ map pairs to density points and let $v=C^TVC$, with $V$ a two-point interaction. If both equations hold, then $\chi=CLC^T$ and $P=CL_{\rm irr}C^T$ satisfy

$$\chi=P+PV\chi.$$

## Adding the Hartree kernel in the density space

In a finite pair basis, at fixed frequency and with a static $K$, a code that already has $L_{\rm irr}$ can include the Hartree kernel $v$ by solving a linear system in the density space. That system is smaller whenever there are fewer density points than pairs.

## From four points to two, and back

Suppose $G=G_0+G_0SG$. Then

$$(1-G_0S)(1+GS)=1+(G-G_0-G_0SG)S=1.$$

For finite square matrices a one-sided inverse is two-sided. Multiplying $(1-G_0S)G=G_0$ from the left by $1+GS$ gives the mirrored equation $G=G_0+GSG_0$. Conversely, if $1-G_0S$ is invertible, $G=(1-G_0S)^{-1}G_0$ is a solution.

**Splitting the kernel.** The full equation reads $(1-L_0K)L=L_0(1+vL)$. Multiply by $1+L_{\rm irr}K$ and use the mirrored equation for $L_{\rm irr}$:

$$L=(L_0+L_{\rm irr}KL_0)(1+vL)=L_{\rm irr}+L_{\rm irr}vL.$$

Multiplying by $1-L_0K$ reverses the step.

**Vertex.** With $\Gamma=1+KL_{\rm irr}$, the irreducible equation is $L_{\rm irr}=L_0\Gamma$, hence $\Gamma=1+KL_0\Gamma$.

**Contraction.** Insert $v=C^TVC$:

$$CLC^T=CL_{\rm irr}C^T+(CL_{\rm irr}C^T)V(CLC^T).$$

**Reconstruction.** Given $\chi=P+PV\chi$, set $W=V+V\chi V$. Then $VPW=V(P+PV\chi)V=V\chi V$, so $W=V+VPW$. Define $L=L_{\rm irr}+L_{\rm irr}C^TWCL_{\rm irr}$. It solves the split equation, because

$$L_{\rm irr}vL=L_{\rm irr}C^T(V+VPW)CL_{\rm irr}=L-L_{\rm irr}.$$

Its contraction is $P+PWP=P+(P+PV\chi)VP=P+\chi VP=\chi$, by the mirrored equation for $\chi$.

Thus, given $L_{\rm irr}$, the four-point and two-point equations are solvable together, so $1-L_0(v+K)$ is invertible exactly when $1-PV$ is.

## A finite response with no irreducible part

Take one pair and one density point, with $C=1$, $L_0=K=-1$ and $V=1$. The full kernel vanishes, so $L=\chi=-1$. But $L_{\rm irr}=-1+L_{\rm irr}$ has no solution, and no number $P$ helps: $P+PV\chi=P-P=0\neq-1$.

## The Lean file

```lean
import Mathlib

open Matrix

namespace FourPointBetheSalpeter

variable {m n : Type*} [Fintype m] [Fintype n]

/-- The Dyson-type equation `G = G0 + G0 S G` for a propagator `G` with free part `G0`
and kernel `S`. -/
def SolvesDyson (G0 S G : Matrix n n ℂ) : Prop :=
  G = G0 + G0 * S * G

/-- The two-point function `C X Cᵀ` obtained by contracting a four-point function `X`. -/
def densityPart (C : Matrix m n ℂ) (X : Matrix n n ℂ) : Matrix m m ℂ :=
  C * X * Cᵀ

/-- The four-point kernel `Cᵀ V C` of a two-point interaction `V`. -/
def liftPair (C : Matrix m n ℂ) (V : Matrix m m ℂ) : Matrix n n ℂ :=
  Cᵀ * V * C

variable [DecidableEq m] [DecidableEq n]

/-- The vertex `Γ = 1 + K Lirr` built from the kernel `K` and the irreducible propagator. -/
def vertex (K Lirr : Matrix n n ℂ) : Matrix n n ℂ :=
  1 + K * Lirr

/-- A solution `G` of the Dyson equation provides the inverse `1 + G S` of `1 - G0 S`. -/
theorem dyson_resolvent {G0 S G : Matrix n n ℂ} (h : SolvesDyson G0 S G) :
    (1 - G0 * S) * (1 + G * S) = 1 := by
  unfold SolvesDyson at h
  linear_combination (norm := noncomm_ring) h * S

/-- The Dyson equation has a solution exactly when `1 - G0 S` is invertible. -/
theorem dyson_solvable_iff (G0 S : Matrix n n ℂ) :
    (∃ G, SolvesDyson G0 S G) ↔ IsUnit (1 - G0 * S) := by
  constructor
  · rintro ⟨G, h⟩
    have e := dyson_resolvent h
    exact ⟨⟨1 - G0 * S, 1 + G * S, e, mul_eq_one_comm.mp e⟩, rfl⟩
  · rintro ⟨u, hu⟩
    have e : (1 - G0 * S) * (↑u⁻¹ : Matrix n n ℂ) = 1 := by
      rw [← hu]
      exact u.mul_inv
    refine ⟨(↑u⁻¹ : Matrix n n ℂ) * G0, ?_⟩
    unfold SolvesDyson
    linear_combination (norm := noncomm_ring) e * G0

/-- A solution of the Dyson equation also satisfies the mirrored equation
`G = G0 + G S G0`. -/
theorem dyson_mirror {G0 S G : Matrix n n ℂ} (h : SolvesDyson G0 S G) :
    G = G0 + G * S * G0 := by
  have e := mul_eq_one_comm.mp (dyson_resolvent h)
  unfold SolvesDyson at h
  linear_combination (norm := noncomm_ring) (1 + G * S) * h - e * G

/-- Given the irreducible propagator `Lirr`, the Bethe-Salpeter equation with kernel `v + K`
is equivalent to `L = Lirr + Lirr v L`. -/
theorem bethe_salpeter_split {L0 K Lirr : Matrix n n ℂ} (hirr : SolvesDyson L0 K Lirr)
    (v L : Matrix n n ℂ) :
    SolvesDyson L0 (v + K) L ↔ SolvesDyson Lirr v L := by
  have e := mul_eq_one_comm.mp (dyson_resolvent hirr)
  have hs := dyson_mirror hirr
  unfold SolvesDyson at hirr ⊢
  constructor
  · intro h
    -- multiply by the inverse `1 + Lirr K` of `1 - L0 K`
    linear_combination (norm := noncomm_ring)
      (1 + Lirr * K) * h - e * L - hs * (1 + v * L)
  · intro h
    -- insert the equation for `Lirr` to restore the kernel `K`
    linear_combination (norm := noncomm_ring)
      h + hirr * (1 + v * L) - (L0 * K) * h

/-- The vertex obeys `Γ = 1 + K L0 Γ`, and the irreducible propagator is `Lirr = L0 Γ`. -/
theorem vertex_equation {L0 K Lirr : Matrix n n ℂ} (hirr : SolvesDyson L0 K Lirr) :
    vertex K Lirr = 1 + K * L0 * vertex K Lirr ∧ Lirr = L0 * vertex K Lirr := by
  unfold SolvesDyson at hirr
  unfold vertex
  constructor
  · linear_combination (norm := noncomm_ring) K * hirr
  · linear_combination (norm := noncomm_ring) hirr

omit [DecidableEq m] in
/-- If the kernel is `Cᵀ V C + K`, the contracted propagator `χ = C L Cᵀ` obeys
`χ = P + P V χ` with the irreducible polarizability `P = C Lirr Cᵀ`. -/
theorem density_response {L0 K Lirr L : Matrix n n ℂ} {C : Matrix m n ℂ}
    {V : Matrix m m ℂ} (hirr : SolvesDyson L0 K Lirr)
    (hL : SolvesDyson L0 (liftPair C V + K) L) :
    SolvesDyson (densityPart C Lirr) V (densityPart C L) := by
  have h : L = Lirr + Lirr * (Cᵀ * V * C) * L := (bethe_salpeter_split hirr _ _).mp hL
  -- contract both sides with `C` on the left and `Cᵀ` on the right
  have h2 : C * L * Cᵀ = C * (Lirr + Lirr * (Cᵀ * V * C) * L) * Cᵀ :=
    congrArg (fun X => C * X * Cᵀ) h
  unfold SolvesDyson densityPart
  refine h2.trans ?_
  simp only [Matrix.mul_add, Matrix.add_mul, Matrix.mul_assoc]

/-- From a solution `χ` of the two-point equation, the screened interaction `V + V χ V`
builds a solution of the Bethe-Salpeter equation whose contraction is `χ`. -/
theorem four_point_from_response {L0 K Lirr : Matrix n n ℂ} {C : Matrix m n ℂ}
    {V χ : Matrix m m ℂ} (hirr : SolvesDyson L0 K Lirr)
    (hχ : SolvesDyson (densityPart C Lirr) V χ) :
    SolvesDyson L0 (liftPair C V + K)
        (Lirr + Lirr * liftPair C (V + V * χ * V) * Lirr) ∧
      densityPart C (Lirr + Lirr * liftPair C (V + V * χ * V) * Lirr) = χ := by
  have hs := dyson_mirror hχ
  unfold SolvesDyson at hχ
  -- the screened interaction obeys `W = V + V P W`
  have hW : V + V * χ * V = V + V * densityPart C Lirr * (V + V * χ * V) := by
    linear_combination (norm := noncomm_ring) V * hχ * V
  have hP : χ = densityPart C Lirr
      + densityPart C Lirr * (V + V * χ * V) * densityPart C Lirr := by
    linear_combination (norm := noncomm_ring) hs + hχ * (V * densityPart C Lirr)
  generalize V + V * χ * V = W at hW hP ⊢
  constructor
  · rw [bethe_salpeter_split hirr]
    have h2 : Lirr * (Cᵀ * W * C) * Lirr
        = Lirr * (Cᵀ * (V + V * densityPart C Lirr * W) * C) * Lirr :=
      congrArg (fun X => Lirr * (Cᵀ * X * C) * Lirr) hW
    unfold SolvesDyson liftPair
    refine (congrArg (fun X => Lirr + X) h2).trans ?_
    simp only [densityPart, Matrix.mul_add, Matrix.add_mul, Matrix.mul_assoc]
  · refine Eq.trans ?_ hP.symm
    simp only [densityPart, liftPair, Matrix.mul_add, Matrix.add_mul, Matrix.mul_assoc]

/-- Given `Lirr`, the four-point matrix `1 - L0 (Cᵀ V C + K)` is invertible exactly when
the two-point matrix `1 - P V` is, where `P = C Lirr Cᵀ`. -/
theorem four_point_isUnit_iff {L0 K Lirr : Matrix n n ℂ} (hirr : SolvesDyson L0 K Lirr)
    (C : Matrix m n ℂ) (V : Matrix m m ℂ) :
    IsUnit (1 - L0 * (liftPair C V + K)) ↔ IsUnit (1 - densityPart C Lirr * V) := by
  rw [← dyson_solvable_iff, ← dyson_solvable_iff]
  constructor
  · rintro ⟨L, hL⟩
    exact ⟨_, density_response hirr hL⟩
  · rintro ⟨χ, hχ⟩
    exact ⟨_, (four_point_from_response hirr hχ).1⟩

/-- A model with two pairs, one density point and `V = 1`, with explicit solutions of the
irreducible and of the full Bethe-Salpeter equation. -/
theorem density_response_witness :
    SolvesDyson (!![-1, 0; 0, -1] : Matrix (Fin 2) (Fin 2) ℂ)
        !![0, -1; -1, 1] !![-2, -1; -1, -1] ∧
      SolvesDyson (!![-1, 0; 0, -1] : Matrix (Fin 2) (Fin 2) ℂ)
        (liftPair (!![1, 0] : Matrix (Fin 1) (Fin 2) ℂ) !![1] + !![0, -1; -1, 1])
        !![-2/3, -1/3; -1/3, -2/3] := by
  -- evaluate the full kernel first
  have hk : liftPair (!![1, 0] : Matrix (Fin 1) (Fin 2) ℂ) !![1] + !![0, -1; -1, 1]
      = !![1, -1; -1, 1] := by
    ext i j
    fin_cases i <;> fin_cases j <;>
      norm_num [liftPair, Matrix.mul_apply, Matrix.transpose_apply, Fin.sum_univ_succ]
  rw [hk]
  constructor <;> unfold SolvesDyson <;> ext i j <;> fin_cases i <;> fin_cases j <;>
    norm_num [Matrix.mul_apply, Fin.sum_univ_succ]

end FourPointBetheSalpeter
```

```lean
#print axioms FourPointBetheSalpeter.bethe_salpeter_split
#print axioms FourPointBetheSalpeter.vertex_equation
#print axioms FourPointBetheSalpeter.four_point_isUnit_iff
```

```
'FourPointBetheSalpeter.bethe_salpeter_split' depends on axioms: [propext, Classical.choice, Quot.sound]
'FourPointBetheSalpeter.vertex_equation' depends on axioms: [propext, Classical.choice, Quot.sound]
'FourPointBetheSalpeter.four_point_isUnit_iff' depends on axioms: [propext, Classical.choice, Quot.sound]
```

## What the theorems cover, and how they are checked

The finite types `n` and `m` index pairs and density points. `SolvesDyson G0 S G` is the equation $G=G_0+G_0SG$; `densityPart` contracts a propagator, and `liftPair` builds $C^TVC$. In `density_response`, `hirr` and `hL` assume solutions of the irreducible and full equations. Invertibility of $1-L_0K$ follows from `hirr`.

Signs, spin factors and factors of $i$ must be absorbed into the matrices. `Cᵀ` is the plain transpose, so a code that contracts with a complex $C$ and its conjugate transpose needs a different statement. The continuum limit, the quality of an approximate $K$ and numerical conditioning are not addressed; an invertible matrix may still be nearly singular.

`dyson_resolvent` supplies the inverse, and `mul_eq_one_comm` makes it two-sided. In `bethe_salpeter_split`, `linear_combination` receives the multipliers used above, and `noncomm_ring` checks the expansion without commuting factors. `density_response` applies $C$ and $C^T$ to both sides through `congrArg`. `four_point_from_response` first proves the two identities for $W$, then substitutes them. `four_point_isUnit_iff` combines both directions with `dyson_solvable_iff`.

`density_response_witness` verifies explicit solutions entry by entry for two pairs and one density point. There $P=-2$ and $\chi=-\tfrac23$, the values of the opening example.
